# Two bosons in a pure state: an orbital with occupation 2 contains the whole pair

In a pure state of two bosons, no normalised orbital has a mean occupation above 2. An orbital reaches 2 exactly when both particles sit in it, and the pair state is then fixed up to a phase. Apart from positivity and the particle number, nothing restricts the one-particle density matrices that such states can have. All this holds for any finite number of orbitals.

The largest eigenvalue of the one-particle density matrix is a usual measure of Bose condensation. For two bosons in a pure state over finitely many orbitals, an eigenvalue of 2 means that both are in the same orbital. The normalised eigenvector is that orbital, and it determines the state up to a phase. No Hamiltonian enters, so the particles may interact.

## The pair amplitude and its density matrix

Choose orthonormal orbitals $|i\rangle$ and write the state as
$$|\Psi\rangle=\sum_{ij}A_{ij}\,|i\rangle|j\rangle .$$
Exchange symmetry means $A^T=A$, without complex conjugation. Normalisation means $\sum_{ij}|A_{ij}|^2=\operatorname{tr}(AA^\dagger)=1$. In the code the orbitals are labelled by a finite type `n`, and `Aᴴ` is $A^\dagger$.

```lean
import Mathlib

open Matrix
open scoped ComplexOrder

namespace TwoBosonCondensation

variable {n : Type*} [Fintype n]
```

The two conditions form the predicate `IsTwoBosonState`.

```lean
/-- A pure state of two bosons: the amplitude matrix `A` is symmetric under exchange of the
particles and normalised. -/
structure IsTwoBosonState (A : Matrix n n ℂ) : Prop where
  symm : Aᵀ = A
  norm : (A * Aᴴ).trace = 1
```

Tracing out the second boson leaves $AA^\dagger$. Multiplying by the particle number gives the one-particle density matrix $\gamma=2AA^\dagger$, whose trace is 2.

```lean
/-- The one-particle density matrix `γ = 2 A Aᴴ` of the pair amplitude `A`. -/
def densityMatrix (A : Matrix n n ℂ) : Matrix n n ℂ := (2 : ℂ) • (A * Aᴴ)
```

Here the formula for $\gamma$ is a definition. Had the state been modelled as a vector in bosonic Fock space, with $\gamma_{ij}=\langle a_j^\dagger a_i\rangle$, the same formula would be a lemma to prove first, and the matrix arguments below would follow it unchanged.

## (a) The weight outside an orbital

For an orbital $x$, not necessarily normalised, put $s=\langle x|x\rangle$ and $P=|x\rangle\langle x|$. The residual $R=sA-PA$ is the part of the pair amplitude whose first boson is orthogonal to $x$, scaled by $s$. In the code, $s$ is `star x ⬝ᵥ x` and $P$ is `vecMulVec x (star x)`.

```lean
/-- The part of the pair amplitude `A` whose first boson is orthogonal to the orbital `x`,
multiplied by the squared norm of `x`. -/
def residual (A : Matrix n n ℂ) (x : n → ℂ) : Matrix n n ℂ :=
  (star x ⬝ᵥ x) • A - vecMulVec x (star x) * A
```

**Task.** Express the squared norm of the residual through $s$, the norm of $A$ and the quadratic form of $AA^\dagger$ at $x$:
$$\operatorname{tr}(RR^\dagger)=s\bigl(s\operatorname{tr}(AA^\dagger)-\langle x|AA^\dagger|x\rangle\bigr).$$

**Solution.** The number $s$ is real, $P^\dagger=P$ and $P^2=sP$. Hence
$$RR^\dagger=s^2AA^\dagger-s\,AA^\dagger P-s\,PAA^\dagger+PAA^\dagger P .$$
Write $q=\langle x|AA^\dagger|x\rangle=\operatorname{tr}(AA^\dagger P)$. By cyclicity, the two middle terms have trace $-sq$ each, and the last has trace $\operatorname{tr}(P^2AA^\dagger)=sq$. The sum is $s^2\operatorname{tr}(AA^\dagger)-2sq+sq=s\,(s\operatorname{tr}(AA^\dagger)-q)$.

The theorem holds for every complex square matrix $A$; neither symmetry nor normalisation is assumed. In its proof, `hs`, `hPh` and `hPP` are the three properties of $s$ and $P$, `hR` is the expansion, and `hq`, `h1` and `h2` are the traces.

```lean
/-- The squared norm of the residual is fixed by `⟨x|x⟩`, the norm of the pair amplitude and the
expectation value of `A Aᴴ` in the orbital `x`. -/
theorem residual_weight (A : Matrix n n ℂ) (x : n → ℂ) :
    (residual A x * (residual A x)ᴴ).trace =
      (star x ⬝ᵥ x) * ((star x ⬝ᵥ x) * (A * Aᴴ).trace - star x ⬝ᵥ (A * Aᴴ) *ᵥ x) := by
  have hs : star (star x ⬝ᵥ x) = star x ⬝ᵥ x := by
    simp only [dotProduct, star_sum, star_mul', Pi.star_apply, star_star]
    exact Finset.sum_congr rfl fun _ _ => mul_comm _ _
  have hPh : (vecMulVec x (star x))ᴴ = vecMulVec x (star x) := by
    ext i j
    simp [vecMulVec_apply, mul_comm]
  have hPP : vecMulVec x (star x) * vecMulVec x (star x)
      = (star x ⬝ᵥ x) • vecMulVec x (star x) := by
    ext i j
    simp only [Matrix.mul_apply, vecMulVec_apply, Matrix.smul_apply, smul_eq_mul, dotProduct,
      Finset.sum_mul]
    exact Finset.sum_congr rfl fun _ _ => by ring
  have hq : (A * Aᴴ * vecMulVec x (star x)).trace = star x ⬝ᵥ (A * Aᴴ) *ᵥ x := by
    rw [mul_vecMulVec, trace_vecMulVec, dotProduct_comm]
  unfold residual
  set P := vecMulVec x (star x)
  set s := star x ⬝ᵥ x
  -- expand the product, then use cyclicity of the trace and `P * P = s • P`
  have hR : (s • A - P * A) * (s • A - P * A)ᴴ
      = (s * s) • (A * Aᴴ) - s • (A * Aᴴ * P) - s • (P * (A * Aᴴ)) + P * (A * Aᴴ) * P := by
    rw [conjTranspose_sub, conjTranspose_smul, conjTranspose_mul, hPh, hs]
    simp only [sub_mul, mul_sub, smul_mul_assoc, mul_smul_comm, Matrix.mul_assoc]
    module
  have h1 : (P * (A * Aᴴ)).trace = star x ⬝ᵥ (A * Aᴴ) *ᵥ x := by
    rw [trace_mul_comm, hq]
  have h2 : (P * (A * Aᴴ) * P).trace = s * (star x ⬝ᵥ (A * Aᴴ) *ᵥ x) := by
    rw [trace_mul_comm, ← Matrix.mul_assoc, hPP, smul_mul_assoc, trace_smul, h1, smul_eq_mul]
  rw [hR, trace_add, trace_sub, trace_sub, trace_smul, trace_smul, trace_smul, hq, h1, h2]
  simp only [smul_eq_mul]
  ring
```

## (b) The upper bound on occupations

**Task.** Show that for a two-boson state
$$2-\gamma\ \ge\ 0$$
as a matrix inequality.

**Solution.** The matrix $2-\gamma$ is Hermitian. For any $x$,
$$\langle x|(2-\gamma)|x\rangle=2(s-q).$$
If $x=0$, this vanishes. Otherwise $s>0$. Since $\operatorname{tr}(RR^\dagger)$ is a sum of squared moduli, part (a) with $\operatorname{tr}(AA^\dagger)=1$ gives $s(s-q)\ge0$. Dividing by $s$ yields $s-q\ge0$.

`PosSemidef` contains both the Hermitian property and the sign of the quadratic form for all complex vectors. An inequality such as $0\le z$ between complex numbers means here that $z$ is real and nonnegative. The proof splits on `x = 0`, obtains $s(s-q)\ge 0$ as `h`, rewrites the quadratic form with `hval`, and then multiplies by $s^{-1}$.

```lean
/-- For two bosons in a pure state, `2 - γ` is positive semidefinite. -/
theorem two_sub_densityMatrix_posSemidef [DecidableEq n] {A : Matrix n n ℂ}
    (hA : IsTwoBosonState A) : ((2 : ℂ) • (1 : Matrix n n ℂ) - densityMatrix A).PosSemidef := by
  refine PosSemidef.of_dotProduct_mulVec_nonneg ?_ fun x => ?_
  · simp [IsHermitian, densityMatrix, conjTranspose_sub, conjTranspose_smul, conjTranspose_mul]
  · by_cases hx : x = 0
    · simp [hx]
    have hs : 0 < star x ⬝ᵥ x :=
      lt_of_le_of_ne (dotProduct_star_self_nonneg x)
        fun h => hx (dotProduct_star_self_eq_zero.1 h.symm)
    have h := (posSemidef_self_mul_conjTranspose (residual A x)).trace_nonneg
    rw [residual_weight, hA.norm, mul_one] at h
    have hval : star x ⬝ᵥ ((2 : ℂ) • (1 : Matrix n n ℂ) - densityMatrix A) *ᵥ x
        = 2 * (star x ⬝ᵥ x - star x ⬝ᵥ (A * Aᴴ) *ᵥ x) := by
      simp only [densityMatrix, sub_mulVec, smul_mulVec, one_mulVec, dotProduct_sub,
        dotProduct_smul, smul_eq_mul]
      ring
    rw [hval]
    refine mul_nonneg (by norm_num) ?_
    -- divide by the positive number `⟨x|x⟩`
    have h3 := mul_nonneg (inv_nonneg.2 hs.le) h
    rwa [inv_mul_cancel_left₀ hs.ne'] at h3
```

## (c) Both bosons in one orbital

**Task.** Let $v$ be a unit vector and $c$ a complex number. For the amplitude $c\,vv^T$, show
$$(c\,vv^T)(c\,vv^T)^\dagger=|c|^2\,|v\rangle\langle v| .$$

**Solution.** The $(i,j)$ entry of the left side is
$$\sum_k c\,v_iv_k\,\overline{c\,v_jv_k}=|c|^2\,v_i\overline{v_j}\sum_k\overline{v_k}v_k=|c|^2\,v_i\overline{v_j}.$$

The conjugation is easily misplaced. The product state $|v\rangle|v\rangle$ has the amplitudes $v_iv_j$, so its matrix is $vv^T$, in Lean `vecMulVec v v`, and not the projector $vv^\dagger$. For $v=(1,i)/\sqrt2$ the projector has off-diagonal entries $-i/2$ and $i/2$. It is not symmetric and so describes no bosonic pair.

The code writes $|c|^2$ as `c * star c`, and its `calc` block is the sum above.

```lean
/-- For a unit orbital `v` and the matrix `A = c v vᵀ`, the product `A Aᴴ` is `|c|²` times the
projector on `v`. -/
theorem condensate_mul {v : n → ℂ} (hv : star v ⬝ᵥ v = 1) (c : ℂ) :
    (c • vecMulVec v v) * (c • vecMulVec v v)ᴴ = (c * star c) • vecMulVec v (star v) := by
  have hv' : ∑ k, star (v k) * v k = 1 := hv
  ext i j
  simp only [Matrix.mul_apply, conjTranspose_apply, Matrix.smul_apply, vecMulVec_apply,
    smul_eq_mul, star_mul', Pi.star_apply]
  calc _ = (c * star c * (v i * star (v j))) * ∑ k, star (v k) * v k := by
        rw [Finset.mul_sum]
        exact Finset.sum_congr rfl fun _ _ => by ring
    _ = _ := by rw [hv', mul_one]
```

## (d) An orbital with mean occupation 2

**Task.** Suppose a unit orbital $v$ satisfies $\langle v|\gamma|v\rangle=2$ in a two-boson state. Show that
$$A=c\,vv^T\quad\text{for some } c \text{ with } |c|=1 .$$

**Solution.** The assumption says $\langle v|AA^\dagger|v\rangle=1$. Part (a) with $x=v$ and $s=1$ gives $\operatorname{tr}(RR^\dagger)=1\cdot(1-1)=0$, hence $R=0$ and $A=|v\rangle\langle v|A$. In components,
$$A_{ij}=v_iu_j,\qquad u_j=\sum_k\overline{v_k}A_{kj}.$$
The first boson is in $v$. Exchange symmetry now takes care of the second:
$$u_j=\sum_k\overline{v_k}A_{jk}=v_j\sum_k\overline{v_k}u_k=c\,v_j,\qquad c=\sum_k\overline{v_k}u_k .$$
So $A_{ij}=c\,v_iv_j$. By part (c), $1=\operatorname{tr}(AA^\dagger)=|c|^2$.

The hypothesis `hocc` concerns only the expectation value; $v$ is not assumed to be an eigenvector. In the proof, `hR` is the vanishing residual, `hij` the factorisation $A_{ij}=v_iu_j$, and `hu` the symmetry step. The trace of part (c) then gives $|c|^2=1$, and `nlinarith` passes to $|c|=1$ because a norm is nonnegative.

```lean
/-- If a unit orbital `v` has mean occupation 2, the pair amplitude is `c v vᵀ` with
`|c| = 1`. -/
theorem condensed_of_occupation_eq_two {A : Matrix n n ℂ} (hA : IsTwoBosonState A)
    {v : n → ℂ} (hv : star v ⬝ᵥ v = 1) (hocc : star v ⬝ᵥ densityMatrix A *ᵥ v = 2) :
    ∃ c : ℂ, ‖c‖ = 1 ∧ A = c • vecMulVec v v := by
  have hq : star v ⬝ᵥ (A * Aᴴ) *ᵥ v = 1 := by
    simp only [densityMatrix, smul_mulVec, dotProduct_smul, smul_eq_mul] at hocc
    linear_combination hocc / 2
  -- no weight is left outside `v`
  have hR : residual A v = 0 := by
    rw [← trace_mul_conjTranspose_self_eq_zero_iff, residual_weight, hv, hA.norm, hq]
    ring
  have hij : ∀ i j, A i j = v i * ∑ k, star (v k) * A k j := fun i j => by
    have h := congrFun (congrFun hR i) j
    simp only [residual, hv, one_smul, Matrix.sub_apply, Matrix.mul_apply, vecMulVec_apply,
      Matrix.zero_apply, Pi.star_apply] at h
    rw [sub_eq_zero.1 h, Finset.mul_sum]
    exact Finset.sum_congr rfl fun _ _ => mul_assoc _ _ _
  -- exchange symmetry puts the second boson into `v` as well
  have hu : ∀ j, ∑ k, star (v k) * A k j
      = v j * ∑ k, star (v k) * ∑ l, star (v l) * A l k := fun j => by
    rw [Finset.mul_sum]
    refine Finset.sum_congr rfl fun k _ => ?_
    have hsym : A k j = A j k := congrFun (congrFun hA.symm j) k
    rw [hsym, hij j k]
    ring
  obtain ⟨c, hc⟩ : ∃ c : ℂ, A = c • vecMulVec v v := by
    refine ⟨∑ k, star (v k) * ∑ l, star (v l) * A l k, ?_⟩
    ext i j
    rw [Matrix.smul_apply, vecMulVec_apply, smul_eq_mul, hij i j, hu j]
    ring
  refine ⟨c, ?_, hc⟩
  have ht := hA.norm
  rw [hc, condensate_mul hv, trace_smul, trace_vecMulVec, dotProduct_comm, hv, smul_eq_mul,
    mul_one] at ht
  have hn : c * star c = ((‖c‖ ^ 2 : ℝ) : ℂ) := by
    rw [Complex.sq_norm]
    exact Complex.mul_conj c
  have h1 : ‖c‖ ^ 2 = 1 := by exact_mod_cast hn.symm.trans ht
  nlinarith [norm_nonneg c]
```

## (e) The eigenvalue criterion

**Task.** For a two-boson state and a unit vector $v$, prove
$$\gamma v=2v\quad\Longleftrightarrow\quad A=c\,vv^T\ \text{ for some } c \text{ with } |c|=1 .$$

**Solution.** If $\gamma v=2v$, then $\langle v|\gamma|v\rangle=2\langle v|v\rangle=2$, and part (d) applies. Conversely, if $A=c\,vv^T$ with $|c|=1$, part (c) gives $\gamma=2|v\rangle\langle v|$, and therefore $\gamma v=2v\langle v|v\rangle=2v$.

The two branches after `constructor` are these two directions. The theorem concerns pure states of exactly two bosons; mixtures and larger particle numbers are not treated.

```lean
/-- Complete condensation: a unit orbital `v` is an eigenvector of `γ` with eigenvalue 2 exactly
when the pair amplitude is `c v vᵀ` with a phase factor `c`. -/
theorem complete_condensation {A : Matrix n n ℂ} (hA : IsTwoBosonState A)
    {v : n → ℂ} (hv : star v ⬝ᵥ v = 1) :
    densityMatrix A *ᵥ v = (2 : ℂ) • v ↔ ∃ c : ℂ, ‖c‖ = 1 ∧ A = c • vecMulVec v v := by
  constructor
  · intro h
    apply condensed_of_occupation_eq_two hA hv
    rw [h, dotProduct_smul, hv, smul_eq_mul, mul_one]
  · rintro ⟨c, hc, rfl⟩
    have hn : c * star c = 1 := by
      have h : c * star c = ((‖c‖ ^ 2 : ℝ) : ℂ) := by
        rw [Complex.sq_norm]
        exact Complex.mul_conj c
      rw [h, hc]
      norm_num
    have hv' : ∑ k, star (v k) * v k = 1 := hv
    rw [densityMatrix, condensate_mul hv, hn, one_smul, smul_mulVec]
    congr 1
    ext i
    simp only [mulVec, dotProduct, vecMulVec_apply, Pi.star_apply, mul_assoc, ← Finset.mul_sum]
    rw [hv', mul_one]
```

## (f) Which matrices occur

**Task.** Show that a matrix $\gamma$ is the one-particle density matrix of some pure two-boson state exactly when
$$\gamma\ge0\quad\text{and}\quad\operatorname{tr}\gamma=2 .$$

**Solution.** For a state $A$, the matrix $2AA^\dagger$ is positive semidefinite and its trace is 2.

For the converse, diagonalise $\gamma=U\operatorname{diag}(p)\,U^\dagger$ with $U$ unitary and occupations $p_k\ge0$. Set
$$D=\operatorname{diag}\bigl(\sqrt{p_k/2}\bigr),\qquad A=UDU^T .$$
Then $A^T=A$. Since $U^T(U^T)^\dagger=(U^\dagger U)^T=1$,
$$AA^\dagger=UD\,U^T(U^T)^\dagger\,DU^\dagger=UD^2U^\dagger=\tfrac12\gamma ,$$
and the trace condition gives $\operatorname{tr}(AA^\dagger)=1$. If $\varphi_k$ denotes the $k$-th column of $U$, a natural orbital, the state is $\sum_k\sqrt{p_k/2}\,|\varphi_k\rangle|\varphi_k\rangle$: each natural orbital is paired with itself.

The transpose matters here too. The matrix $UDU^\dagger$ would also reproduce $\gamma$, but it is Hermitian and in general not symmetric.

The statement says that some state exists, not that it is unique. In the proof, `hspec` is the diagonalisation, `hUT` the identity for $U^T$, `hDD` the relation $2D^2=\operatorname{diag}(p)$, and `hdm` the recovery of $\gamma$. The last two bullets check symmetry and normalisation.

```lean
/-- Pure-state representability: a matrix is the one-particle density matrix of a pure state of
two bosons exactly when it is positive semidefinite with trace 2. -/
theorem pure_state_representable_iff [DecidableEq n] (γ : Matrix n n ℂ) :
    (∃ A, IsTwoBosonState A ∧ densityMatrix A = γ) ↔ γ.PosSemidef ∧ γ.trace = 2 := by
  constructor
  · rintro ⟨A, hA, rfl⟩
    refine ⟨(posSemidef_self_mul_conjTranspose A).smul (by norm_num), ?_⟩
    rw [densityMatrix, trace_smul, hA.norm, smul_eq_mul, mul_one]
  · rintro ⟨hγ, htr⟩
    let U : Matrix n n ℂ := hγ.1.eigenvectorUnitary
    let p : n → ℝ := hγ.1.eigenvalues
    let D : Matrix n n ℂ := diagonal fun i => ((Real.sqrt (p i / 2) : ℝ) : ℂ)
    have hspec : γ = U * diagonal (fun i => (p i : ℂ)) * Uᴴ := by
      have h := hγ.1.spectral_theorem
      rw [Unitary.conjStarAlgAut_apply] at h
      exact h
    have hU : Uᴴ * U = 1 := mem_unitaryGroup_iff'.1 hγ.1.eigenvectorUnitary.2
    have hUT : Uᵀ * Uᵀᴴ = 1 := by
      have h : Uᵀᴴ = Uᴴᵀ := rfl
      rw [h, ← transpose_mul, hU, transpose_one]
    have hDh : Dᴴ = D := by
      simp only [D, diagonal_conjTranspose]
      congr 1
      ext i
      exact Complex.conj_ofReal _
    have hDD : (2 : ℂ) • (D * D) = diagonal fun i => (p i : ℂ) := by
      simp only [D, diagonal_mul_diagonal, ← diagonal_smul]
      congr 1
      ext i
      have hp : 0 ≤ p i / 2 := div_nonneg (hγ.eigenvalues_nonneg i) (by norm_num)
      rw [Pi.smul_apply, smul_eq_mul, ← Complex.ofReal_mul, Real.mul_self_sqrt hp]
      push_cast
      ring
    -- pair each natural orbital with itself
    have hdm : densityMatrix (U * D * Uᵀ) = γ := by
      have h : U * D * Uᵀ * (U * D * Uᵀ)ᴴ = U * (D * D) * Uᴴ := by
        rw [conjTranspose_mul, conjTranspose_mul, hDh]
        calc _ = U * D * (Uᵀ * Uᵀᴴ) * D * Uᴴ := by simp only [Matrix.mul_assoc]
          _ = _ := by rw [hUT, Matrix.mul_one, Matrix.mul_assoc U D D]
      rw [densityMatrix, h, hspec, ← hDD, mul_smul_comm, smul_mul_assoc]
    refine ⟨U * D * Uᵀ, ⟨?_, ?_⟩, hdm⟩
    · simp only [D, transpose_mul, transpose_transpose, diagonal_transpose, Matrix.mul_assoc]
    · rw [← hdm, densityMatrix, trace_smul, smul_eq_mul] at htr
      linear_combination htr / 2

end TwoBosonCondensation
```

```lean
#print axioms TwoBosonCondensation.two_sub_densityMatrix_posSemidef
-- 'TwoBosonCondensation.two_sub_densityMatrix_posSemidef' depends on axioms: [propext, Classical.choice, Quot.sound]
#print axioms TwoBosonCondensation.complete_condensation
-- 'TwoBosonCondensation.complete_condensation' depends on axioms: [propext, Classical.choice, Quot.sound]
#print axioms TwoBosonCondensation.pure_state_representable_iff
-- 'TwoBosonCondensation.pure_state_representable_iff' depends on axioms: [propext, Classical.choice, Quot.sound]
```
